# With positive populations, detailed balance makes the scaled EXSY propagator symmetric and positive definite

To get exchange rates from a set of EXSY peak volumes, I divide each peak by $\sqrt{p_ip_j}$, where $p_i$ is the population of site $i$, diagonalise the resulting matrix, take logarithms of its eigenvalues and divide by the mixing time $t$. Rebuilding the matrix and undoing the scaling then gives the rates. An orthogonal eigenbasis and real logarithms are available if the scaled matrix is symmetric with positive eigenvalues. I believe that it is, for exchange between finitely many sites with positive populations in detailed balance and no relaxation: with $K$ the rate matrix and $P=\mathrm{diag}(p)$, the matrix $S=P^{-1/2}KP^{1/2}$ is symmetric and negative semidefinite, and the scaled data are $\exp(tS)$ once the volumes are normalised so that the diagonal peaks at zero mixing time equal the populations. Can someone give a complete proof, with every hypothesis visible, and have it checked in Lean?

## From balanced fluxes to positive eigenvalues

Let $K_{ij}$, for $i\neq j$, be the rate constant from site $j$ to site $i$, so that concentrations obey $\dot c=Kc$. Let $p_i>0$ be the equilibrium populations and $P=\mathrm{diag}(p)$. The assumptions are $K_{ij}\ge 0$ for $i\ne j$, $\sum_i K_{ij}=0$ for every $j$, and $K_{ij}p_j=K_{ji}p_i$.

**Symmetry.** The matrix $S=P^{-1/2}KP^{1/2}$ has entries

$$S_{ij}=\frac{K_{ij}\sqrt{p_j}}{\sqrt{p_i}}=\frac{K_{ij}p_j}{\sqrt{p_ip_j}}.$$

The numerator is the equilibrium flux $F_{ij}=K_{ij}p_j$, which detailed balance makes symmetric, so $S_{ij}=S_{ji}$.

**Sign.** For a real vector $x$ put $y_i=x_i/\sqrt{p_i}$. Then $x\cdot Sx=\sum_{ij}F_{ij}y_iy_j$. The columns of $F$ sum to zero because $\sum_iF_{ij}=p_j\sum_iK_{ij}=0$, and by symmetry so do the rows. Expanding the square therefore leaves only the cross term:

$$\sum_{ij}F_{ij}(y_i-y_j)^2=0+0-2\sum_{ij}F_{ij}y_iy_j,$$

$$x\cdot Sx=-\tfrac12\sum_{ij}F_{ij}(y_i-y_j)^2\le 0.$$

The negative diagonal entries of $K$ do no harm, since they multiply $(y_i-y_i)^2=0$.

**Propagator.** Adjacent factors $P^{1/2}P^{-1/2}$ cancel in every power, so $P^{-1/2}(tK)^mP^{1/2}=(tS)^m$. Summing the exponential series gives

$$G(t):=P^{-1/2}\exp(tK)P^{1/2}=\exp(tS).$$

**Positivity.** Let $E=\exp(tS/2)$. It is symmetric and $E^2=\exp(tS)$, hence $x\cdot G(t)x=|Ex|^2$. Since $E$ has the inverse $\exp(-tS/2)$, this is positive for $x\neq0$. The sign of $S$ was not used, so the result holds for every real $t$.

**Decay.** Because $E$ commutes with $S$,

$$\frac{d}{dt}\,x\cdot\exp(tS)x=x\cdot\exp(tS)Sx=(Ex)\cdot S(Ex)\le0.$$

**Cross peaks.** The peak matrix is $I(t)=\exp(tK)P$, with $I_{ij}=\sqrt{p_i}\,G_{ij}\sqrt{p_j}$. For $i\ne j$ take $x=G_{jj}e_i-G_{ij}e_j$, where $e_i$ and $e_j$ are unit vectors. This $x$ is nonzero because $G_{jj}>0$, and

$$0<x\cdot Gx=G_{jj}\,(G_{ii}G_{jj}-G_{ij}^2).$$

Dividing by $G_{jj}$ and multiplying by $p_ip_j$ gives $I_{ij}^2<I_{ii}I_{jj}$.

## The physical model in Lean's terms

The sites form a finite type `n`, `K` is a real matrix indexed by it, and `p` assigns a real number to each site. `symmetrise A p` is $P^{-1/2}AP^{1/2}$, applied both to `K` and to its exponential. `peakMatrix K p t` is $I(t)$: its column index is the site before mixing and its row index the site after it.

The hypotheses have these meanings:

- `hp`: every site is populated.
- `hK`: off-diagonal rate constants are nonnegative.
- `hcol`: exchange moves molecules between sites without losing any.
- `hdb`: at equilibrium the forward and backward fluxes balance for each pair of sites, so there is no net circulation around a cycle. This is assumed, not derived from microscopic dynamics.

The populations need not sum to one. A common factor in `p` cancels from `symmetrise` and merely rescales all the peaks. Measured volumes must be on the same scale as `p`, though: a factor $c>0$ left in the scaled data adds $(\ln c)/t$ to every diagonal entry of the recovered rate matrix, while the off-diagonal rate constants stay the same.

Negative semidefiniteness is given by two theorems together: `symmetrise_transpose` for symmetry and `symmetrise_nonpos` for the sign of the quadratic form. In `symmetrised_propagator_posDef`, the predicate `PosDef` includes symmetry as well as positivity. That theorem and `cross_peak_sq_lt` need only `hp` and `hdb`; `symmetrised_propagator_antitone` uses all four hypotheses. It says that $x\cdot G(t)x$ never increases with $t$, for any fixed $x$.

The model has no relaxation, no cross-relaxation and no coherent evolution during mixing, and it takes the initial magnetisation of each site to be proportional to its population. Within this finite-site, relaxation-free model with detailed balance, a zero or negative eigenvalue in scaled data must come from something other than the exchange kinetics, such as noise or integration errors. Scaling with wrong but positive populations cannot cause it by itself, because multiplying a positive definite matrix on both sides by the same positive diagonal matrix leaves it positive definite. The file has no theorem for the symmetry of $\exp(tK)P$ itself or for the matrix logarithm in your data step; the first follows by multiplying the symmetric $G(t)$ by $P^{1/2}$ on both sides, the second from the spectral theorem.

```lean
import Mathlib

open Matrix

namespace EXSYSymmetrisation

noncomputable section

variable {n : Type*} [Fintype n] [DecidableEq n]

/-- The population-scaled matrix `P^(-1/2) A P^(1/2)` with `P = diag(p)`, for positive
populations `p`. -/
def symmetrise (A : Matrix n n ℝ) (p : n → ℝ) : Matrix n n ℝ :=
  diagonal (fun i => (√(p i))⁻¹) * A * diagonal (fun i => √(p i))

/-- The EXSY peak intensities `exp(tK) P` after mixing time `t`, without relaxation. -/
def peakMatrix (K : Matrix n n ℝ) (p : n → ℝ) (t : ℝ) : Matrix n n ℝ :=
  NormedSpace.exp (t • K) * diagonal p

/-- Each entry of the scaled matrix is the original entry times `√(p j) / √(p i)`. -/
theorem symmetrise_apply (A : Matrix n n ℝ) (p : n → ℝ) (i j : n) :
    symmetrise A p i j = (√(p i))⁻¹ * A i j * √(p j) := by
  rw [symmetrise, Matrix.mul_diagonal, Matrix.diagonal_mul]

/-- For positive populations in detailed balance, the scaled rate matrix is symmetric. -/
theorem symmetrise_transpose {K : Matrix n n ℝ} {p : n → ℝ} (hp : ∀ i, 0 < p i)
    (hdb : ∀ i j, K i j * p j = K j i * p i) :
    (symmetrise K p)ᵀ = symmetrise K p := by
  have key : ∀ a b u v : ℝ, a ≠ 0 → b ≠ 0 → u * (b * b) = v * (a * a) →
      b⁻¹ * v * a = a⁻¹ * u * b := by
    intro a b u v ha hb h
    calc b⁻¹ * v * a = a⁻¹ * b⁻¹ * (v * (a * a)) := by field_simp
      _ = a⁻¹ * b⁻¹ * (u * (b * b)) := by rw [h]
      _ = a⁻¹ * u * b := by field_simp
  ext i j
  rw [Matrix.transpose_apply, symmetrise_apply, symmetrise_apply]
  apply key _ _ _ _ (Real.sqrt_pos.mpr (hp i)).ne' (Real.sqrt_pos.mpr (hp j)).ne'
  rw [Real.mul_self_sqrt (hp i).le, Real.mul_self_sqrt (hp j).le, hdb]

/-- With detailed balance and zero column sums, the quadratic form of the scaled rate matrix
is minus half the sum of squared differences weighted by the fluxes `K i j * p j`. -/
theorem symmetrise_form {K : Matrix n n ℝ} {p : n → ℝ}
    (hcol : ∀ j, ∑ i, K i j = 0) (hdb : ∀ i j, K i j * p j = K j i * p i) (x : n → ℝ) :
    x ⬝ᵥ symmetrise K p *ᵥ x =
      -(1 / 2) * ∑ i, ∑ j, K i j * p j * (x i / √(p i) - x j / √(p j)) ^ 2 := by
  have hrow : ∀ i, ∑ j, K i j * p j = 0 := by
    intro i
    rw [Finset.sum_congr rfl (fun j _ => hdb i j), ← Finset.sum_mul, hcol i, zero_mul]
  -- the two square terms vanish by conservation of population and, for `h1`, detailed balance
  have h1 : ∑ i, ∑ j, K i j * p j * (x i / √(p i)) ^ 2 = 0 :=
    Finset.sum_eq_zero fun i _ => by rw [← Finset.sum_mul, hrow, zero_mul]
  have h2 : ∑ i, ∑ j, K i j * p j * (x j / √(p j)) ^ 2 = 0 := by
    rw [Finset.sum_comm]
    exact Finset.sum_eq_zero fun j _ => by
      rw [← Finset.sum_mul, ← Finset.sum_mul, hcol, zero_mul, zero_mul]
  have h3 : x ⬝ᵥ symmetrise K p *ᵥ x =
      ∑ i, ∑ j, K i j * p j * (x i / √(p i)) * (x j / √(p j)) := by
    simp only [dotProduct, Matrix.mulVec, Finset.mul_sum, symmetrise_apply]
    refine Finset.sum_congr rfl fun i _ => Finset.sum_congr rfl fun j _ => ?_
    have h : p j / √(p j) = √(p j) := Real.div_sqrt
    linear_combination (-(K i j * (x i / √(p i)) * x j)) * h
  have h4 : ∑ i, ∑ j, K i j * p j * (x i / √(p i) - x j / √(p j)) ^ 2 =
      ∑ i, ∑ j, K i j * p j * (x i / √(p i)) ^ 2
      + ∑ i, ∑ j, K i j * p j * (x j / √(p j)) ^ 2
      - 2 * ∑ i, ∑ j, K i j * p j * (x i / √(p i)) * (x j / √(p j)) := by
    simp only [Finset.mul_sum, ← Finset.sum_add_distrib, ← Finset.sum_sub_distrib]
    refine Finset.sum_congr rfl fun i _ => Finset.sum_congr rfl fun j _ => ?_
    ring
  rw [h4, h1, h2, h3]
  ring

/-- For nonnegative off-diagonal rates, zero column sums and positive populations in detailed
balance, the quadratic form of the scaled rate matrix is never positive. -/
theorem symmetrise_nonpos {K : Matrix n n ℝ} {p : n → ℝ} (hp : ∀ i, 0 < p i)
    (hK : ∀ i j, i ≠ j → 0 ≤ K i j) (hcol : ∀ j, ∑ i, K i j = 0)
    (hdb : ∀ i j, K i j * p j = K j i * p i) (x : n → ℝ) :
    x ⬝ᵥ symmetrise K p *ᵥ x ≤ 0 := by
  rw [symmetrise_form hcol hdb]
  have h : 0 ≤ ∑ i, ∑ j, K i j * p j * (x i / √(p i) - x j / √(p j)) ^ 2 := by
    refine Finset.sum_nonneg fun i _ => Finset.sum_nonneg fun j _ => ?_
    by_cases hij : i = j
    · subst hij
      simp
    · exact mul_nonneg (mul_nonneg (hK i j hij) (hp j).le) (sq_nonneg _)
  linarith

/-- For positive populations, scaling the propagator `exp(tK)` gives the exponential of the
scaled rate matrix. -/
theorem symmetrise_exp (K : Matrix n n ℝ) {p : n → ℝ} (hp : ∀ i, 0 < p i) (t : ℝ) :
    symmetrise (NormedSpace.exp (t • K)) p = NormedSpace.exp (t • symmetrise K p) := by
  have hUV : diagonal (fun i => (√(p i))⁻¹) * diagonal (fun i => √(p i)) = 1 := by
    rw [Matrix.diagonal_mul_diagonal, ← Matrix.diagonal_one]
    congr 1
    funext i
    exact inv_mul_cancel₀ (Real.sqrt_pos.mpr (hp i)).ne'
  have h := Matrix.exp_conj (diagonal (fun i => (√(p i))⁻¹)) (t • K)
    ⟨⟨_, _, hUV, mul_eq_one_comm.mp hUV⟩, rfl⟩
  rw [Matrix.inv_eq_right_inv hUV] at h
  rw [symmetrise, symmetrise, ← h, Matrix.mul_smul, Matrix.smul_mul]

/-- For symmetric `S` and any `M` commuting with it, the quadratic form of `exp(tS) M` at `x`
is that of `M` at the vector propagated for half the time. -/
theorem half_time_form {S M : Matrix n n ℝ} (hS : Sᵀ = S) (hM : Commute S M)
    (t : ℝ) (x : n → ℝ) :
    x ⬝ᵥ (NormedSpace.exp (t • S) * M) *ᵥ x =
      (NormedSpace.exp ((t / 2) • S) *ᵥ x) ⬝ᵥ M *ᵥ (NormedSpace.exp ((t / 2) • S) *ᵥ x) := by
  have hE : (NormedSpace.exp ((t / 2) • S))ᵀ = NormedSpace.exp ((t / 2) • S) := by
    rw [← Matrix.exp_transpose, Matrix.transpose_smul, hS]
  have hc : Commute (NormedSpace.exp ((t / 2) • S)) M := (hM.smul_left (t / 2)).exp_left
  have h2 : NormedSpace.exp (t • S) =
      NormedSpace.exp ((t / 2) • S) * NormedSpace.exp ((t / 2) • S) := by
    rw [← Matrix.exp_add_of_commute _ _ (Commute.refl _), ← add_smul, add_halves]
  rw [h2, mul_assoc, hc.eq, ← Matrix.mulVec_mulVec, ← Matrix.mulVec_mulVec,
    Matrix.dotProduct_mulVec, ← Matrix.mulVec_transpose, hE]

/-- For positive populations in detailed balance, the symmetrised propagator
`P^(-1/2) exp(tK) P^(1/2)` is symmetric and positive definite at every real time `t`. -/
theorem symmetrised_propagator_posDef {K : Matrix n n ℝ} {p : n → ℝ} (hp : ∀ i, 0 < p i)
    (hdb : ∀ i j, K i j * p j = K j i * p i) (t : ℝ) :
    (symmetrise (NormedSpace.exp (t • K)) p).PosDef := by
  have hS := symmetrise_transpose hp hdb
  rw [symmetrise_exp K hp]
  refine Matrix.posDef_iff_dotProduct_mulVec.mpr ⟨?_, fun x hx => ?_⟩
  · rw [Matrix.IsHermitian, Matrix.conjTranspose_eq_transpose_of_trivial,
      ← Matrix.exp_transpose, Matrix.transpose_smul, hS]
  · -- the form is the squared length of the half-time vector
    have h := half_time_form hS (Commute.one_right _) t x
    rw [mul_one, Matrix.one_mulVec] at h
    rw [star_trivial, h]
    refine lt_of_le_of_ne (Finset.sum_nonneg fun i _ => mul_self_nonneg _) fun h0 => hx ?_
    have hy := dotProduct_self_eq_zero.mp h0.symm
    obtain ⟨u, hu⟩ := Matrix.isUnit_exp ((t / 2) • symmetrise K p)
    rw [← hu] at hy
    have h1 := congrArg (fun v => (↑u⁻¹ : Matrix n n ℝ) *ᵥ v) hy
    simp only [Matrix.mulVec_mulVec, Units.inv_mul, Matrix.one_mulVec,
      Matrix.mulVec_zero] at h1
    exact h1

/-- For nonnegative off-diagonal rates, zero column sums and positive populations in detailed
balance, every quadratic form of the symmetrised propagator is nonincreasing in time. -/
theorem symmetrised_propagator_antitone {K : Matrix n n ℝ} {p : n → ℝ} (hp : ∀ i, 0 < p i)
    (hK : ∀ i j, i ≠ j → 0 ≤ K i j) (hcol : ∀ j, ∑ i, K i j = 0)
    (hdb : ∀ i j, K i j * p j = K j i * p i) (x : n → ℝ) :
    Antitone fun t : ℝ => x ⬝ᵥ symmetrise (NormedSpace.exp (t • K)) p *ᵥ x := by
  simp only [symmetrise_exp K hp]
  let _ : NormedRing (Matrix n n ℝ) := Matrix.linftyOpNormedRing
  let _ : NormedAlgebra ℝ (Matrix n n ℝ) := Matrix.linftyOpNormedAlgebra
  let L : Matrix n n ℝ →ₗ[ℝ] ℝ :=
    { toFun := fun M => x ⬝ᵥ M *ᵥ x
      map_add' := fun A B => by rw [Matrix.add_mulVec, dotProduct_add]
      map_smul' := fun c A => by rw [Matrix.smul_mulVec, dotProduct_smul]; rfl }
  have hd : ∀ t : ℝ, HasDerivAt
      (fun t : ℝ => x ⬝ᵥ NormedSpace.exp (t • symmetrise K p) *ᵥ x)
      (x ⬝ᵥ (NormedSpace.exp (t • symmetrise K p) * symmetrise K p) *ᵥ x) t := fun t =>
    (LinearMap.toContinuousLinearMap L).hasFDerivAt.comp_hasDerivAt t
      (hasDerivAt_exp_smul_const (symmetrise K p) t)
  refine antitone_of_deriv_nonpos (fun t => (hd t).differentiableAt) fun t => ?_
  rw [(hd t).deriv, half_time_form (symmetrise_transpose hp hdb) (Commute.refl _)]
  exact symmetrise_nonpos hp hK hcol hdb _

/-- For positive populations in detailed balance, the square of an EXSY cross peak is strictly
smaller than the product of the two diagonal peaks it connects. -/
theorem cross_peak_sq_lt {K : Matrix n n ℝ} {p : n → ℝ} (hp : ∀ i, 0 < p i)
    (hdb : ∀ i j, K i j * p j = K j i * p i) (t : ℝ) {i j : n} (hij : i ≠ j) :
    peakMatrix K p t i j ^ 2 < peakMatrix K p t i i * peakMatrix K p t j j := by
  have key : ∀ G : Matrix n n ℝ, G.PosDef → G i j ^ 2 < G i i * G j j := by
    intro G hG
    have hjj : 0 < G j j := hG.diag_pos
    have hs : G j i = G i j := by simpa using hG.isHermitian.apply i j
    have hval : ∀ a b : ℝ, (Pi.single i a + Pi.single j b) ⬝ᵥ
        G *ᵥ (Pi.single i a + Pi.single j b) =
        a * a * G i i + a * b * (G i j + G j i) + b * b * G j j := by
      intro a b
      simp [Matrix.mulVec_add, add_dotProduct, dotProduct_add]
      ring
    -- test vector supported on the two sites
    have hx : (Pi.single i (G j j) + Pi.single j (-(G i j)) : n → ℝ) ≠ 0 := by
      intro h
      have h1 := congrFun h i
      simp [hij] at h1
      exact hjj.ne' h1
    have hq := hG.dotProduct_mulVec_pos hx
    rw [star_trivial, hval, hs] at hq
    have h2 : 0 < G j j * (G i i * G j j - G i j ^ 2) := by linarith
    have h3 := (mul_pos_iff_of_pos_left hjj).mp h2
    linarith
  have hpeak : ∀ k l, peakMatrix K p t k l =
      √(p k) * symmetrise (NormedSpace.exp (t • K)) p k l * √(p l) := by
    intro k l
    rw [peakMatrix, Matrix.mul_diagonal, symmetrise_apply]
    have hk : √(p k) * (√(p k))⁻¹ = 1 := mul_inv_cancel₀ (Real.sqrt_pos.mpr (hp k)).ne'
    have hl : √(p l) * √(p l) = p l := Real.mul_self_sqrt (hp l).le
    linear_combination (-(NormedSpace.exp (t • K) k l * √(p l) * √(p l))) * hk
      - NormedSpace.exp (t • K) k l * hl
  have hpos : 0 < (√(p i) * √(p j)) ^ 2 :=
    pow_pos (mul_pos (Real.sqrt_pos.mpr (hp i)) (Real.sqrt_pos.mpr (hp j))) 2
  have h := mul_lt_mul_of_pos_left (key _ (symmetrised_propagator_posDef hp hdb t)) hpos
  rw [hpeak, hpeak, hpeak]
  linarith

/-- Two-site exchange with positive rates `a`, `b` and (unnormalised) populations `b`, `a` meets all
the hypotheses, and its scaled rate matrix has off-diagonal entries `√a √b`. -/
theorem two_site_witness {a b : ℝ} (ha : 0 < a) (hb : 0 < b) :
    (∀ i, 0 < (![b, a] : Fin 2 → ℝ) i) ∧
    (∀ i j, i ≠ j → 0 ≤ !![-a, b; a, -b] i j) ∧
    (∀ j, ∑ i, !![-a, b; a, -b] i j = 0) ∧
    (∀ i j, !![-a, b; a, -b] i j * ![b, a] j = !![-a, b; a, -b] j i * ![b, a] i) ∧
    symmetrise !![-a, b; a, -b] ![b, a] = !![-a, √a * √b; √a * √b, -b] := by
  have ha' : √a ≠ 0 := (Real.sqrt_pos.mpr ha).ne'
  have hb' : √b ≠ 0 := (Real.sqrt_pos.mpr hb).ne'
  have hsa : (√a)⁻¹ * a = √a := by rw [inv_mul_eq_div, Real.div_sqrt]
  have hsb : (√b)⁻¹ * b = √b := by rw [inv_mul_eq_div, Real.div_sqrt]
  refine ⟨?_, ?_, ?_, ?_, ?_⟩
  · simp [Fin.forall_fin_two, ha, hb]
  · simp [Fin.forall_fin_two, ha.le, hb.le]
  · simp [Fin.forall_fin_two, Fin.sum_univ_two]
  · simp [Fin.forall_fin_two, mul_comm]
  · ext i j
    rw [symmetrise_apply]
    fin_cases i <;> fin_cases j
    · show (√b)⁻¹ * (-a) * √b = -a
      field_simp
    · show (√b)⁻¹ * b * √a = √a * √b
      rw [hsb, mul_comm]
    · show (√a)⁻¹ * a * √b = √a * √b
      rw [hsa]
    · show (√a)⁻¹ * (-b) * √a = -b
      field_simp

end

end EXSYSymmetrisation
```

```lean
#print axioms EXSYSymmetrisation.symmetrised_propagator_posDef
#print axioms EXSYSymmetrisation.symmetrised_propagator_antitone
#print axioms EXSYSymmetrisation.cross_peak_sq_lt
```

```
'EXSYSymmetrisation.symmetrised_propagator_posDef' depends on axioms: [propext, Classical.choice, Quot.sound]
'EXSYSymmetrisation.symmetrised_propagator_antitone' depends on axioms: [propext, Classical.choice, Quot.sound]
'EXSYSymmetrisation.cross_peak_sq_lt' depends on axioms: [propext, Classical.choice, Quot.sound]
```

## Where each step sits in the proof

`symmetrise_apply` gives the entries of the scaled matrix. In `symmetrise_transpose`, the auxiliary statement `key` is the symmetry argument with $a=\sqrt{p_i}$ and $b=\sqrt{p_j}$; detailed balance then supplies its hypothesis.

`symmetrise_form` is the sum-of-squares identity. Its step `hrow` shows that the rows of $F$ sum to zero, `h1` and `h2` remove the two pure square terms, `h3` writes the quadratic form in terms of fluxes, and `h4` expands the square. `symmetrise_nonpos` then checks the sum term by term, treating $i=j$ separately.

`symmetrise_exp` uses Mathlib's `Matrix.exp_conj`, which carries a conjugation through the exponential, in place of the series argument. The step `hUV` provides the inverse pair $P^{-1/2}$, $P^{1/2}$.

`half_time_form` splits the mixing time in half for any matrix $M$ that commutes with $S$:

$$x\cdot\exp(tS)Mx=(Ex)\cdot M(Ex).$$

It serves twice. With $M=1$ it gives the squared length in `symmetrised_propagator_posDef`, where invertibility of the exponential excludes a zero value for nonzero $x$. With $M=S$ it gives the sign of the derivative in `symmetrised_propagator_antitone`. There the map `L`, which sends a matrix to its quadratic form at $x$, is linear, so it can be applied to the derivative of the exponential; `antitone_of_deriv_nonpos` turns the sign into monotonic decay.

In `cross_peak_sq_lt`, `key` evaluates the form at the two-site test vector above, and `hpeak` converts the entries of $G$ into peak intensities.

Finally, `two_site_witness` verifies the four hypotheses for two sites, numbered 0 and 1, with arbitrary positive rates $a$ (from 0 to 1) and $b$ (from 1 to 0). The code uses populations $(b,a)$, which normalise to $\left(\frac{b}{a+b},\frac{a}{a+b}\right)$, and finds

$$K=\begin{pmatrix}-a&b\\a&-b\end{pmatrix},\qquad S=\begin{pmatrix}-a&\sqrt a\sqrt b\\\sqrt a\sqrt b&-b\end{pmatrix}.$$
